# Every Hermitian matrix \(D\) lies within \(2\lVert D^2-D\rVert_F\) of a Hermitian idempotent

For every real symmetric or complex Hermitian matrix \(D\) of finite size there is a matrix \(P\) of the same kind with

\[
P^2=P,\qquad DP=PD,\qquad \lVert D-P\rVert_F\le 2\,\lVert D^2-D\rVert_F .
\]

Here \(\lVert A\rVert_F=\bigl(\sum_{ij}|A_{ij}|^2\bigr)^{1/2}\) is the Frobenius norm. The eigenvalues of \(D\) may be any real numbers; they need not lie between 0 and 1.

Let \(m\) be the size of the matrix. If \(\operatorname{Tr}D=N\) for a natural number \(N\), and \(4m\lVert D^2-D\rVert_F^2<1\), then \(P\) can be chosen with \(\operatorname{Tr}P=N\) as well. In the first bound, which has no trace condition, the constant 2 is the best possible for every \(m\ge 1\).

## From a purification residual to a distance

In an orthonormal spin-orbital basis, the one-particle density matrix of a Slater determinant is a Hermitian idempotent whose trace is the number of electrons. Density-matrix purification drives a trial matrix towards such an idempotent, and \(\lVert D^2-D\rVert_F\) is a natural quantity to monitor. It measures how badly an equation is violated. The theorem turns it into an upper bound on the distance to a matrix that satisfies the equation exactly, without diagonalising \(D\).

For Hartree-Fock calculations in a finite orthonormal basis, a residual of \(10^{-6}\) therefore guarantees an idempotent within \(2\times10^{-6}\) in the Frobenius norm. An idempotent with the right electron number is guaranteed as well if the trace of \(D\) equals \(N\) and the residual is below \(1/(2\sqrt m)\), which is \(0.005\) for \(m=10\,000\). These conditions are sufficient, not necessary. The factor 2 is a worst case, reached at occupations of one half. When the residual is much smaller than one, the distance from \(D\) to the idempotent constructed below is close to the residual itself.

The matrix has to be normalised accordingly. A closed-shell density matrix summed over spin has occupations near 0 and 2, so it must be halved first; its trace then counts electron pairs. In a non-orthogonal basis with overlap matrix \(S\), the matrix to test is the orthogonalised one, \(S^{1/2}DS^{1/2}\), because the raw density matrix of a determinant satisfies \(DSD=D\) and in general not \(D^2=D\).

## Rounding the natural occupations

Write \(D=U\,\mathrm{diag}(d_1,\dots,d_m)\,U^\dagger\) with \(U^\dagger U=1\). The columns of \(U\) are the natural orbitals and the real numbers \(d_i\) are their occupations. Round each occupation:

\[
r_i=\begin{cases}1,& d_i\ge \tfrac12,\\ 0,& d_i<\tfrac12,\end{cases}
\qquad P=U\,\mathrm{diag}(r_1,\dots,r_m)\,U^\dagger .
\]

Then \(P\) is Hermitian. It is idempotent because \(r_i^2=r_i\), and it commutes with \(D\) because both are diagonal in the same orbitals.

For any two matrices \(A\) and \(B\) with these orbitals and real occupations \(a_i\) and \(b_i\), the difference \(A-B\) is Hermitian with occupations \(a_i-b_i\). Hence

\[
\lVert A-B\rVert_F^2=\operatorname{Tr}\bigl[(A-B)^\dagger(A-B)\bigr]=\sum_i(a_i-b_i)^2 .
\]

In particular,

\[
\lVert D-P\rVert_F^2=\sum_i(d_i-r_i)^2,\qquad
\lVert D^2-D\rVert_F^2=\sum_i d_i^2(d_i-1)^2 .
\]

It is enough to compare the two sums term by term. If \(d_i\ge\frac12\), then \(4d_i^2\ge1\), so \((d_i-1)^2\le4d_i^2(d_i-1)^2\). If \(d_i<\frac12\), then \(4(1-d_i)^2\ge1\), so \(d_i^2\le4d_i^2(d_i-1)^2\). In both cases the integer that was not chosen is at least one half away. Summing over \(i\) and taking square roots gives the bound.

**Electron number.** Let \(K=\sum_i r_i=\operatorname{Tr}P\), and suppose \(\sum_i d_i=N\). By the Cauchy-Schwarz inequality,

\[
(N-K)^2=\Bigl(\sum_i(d_i-r_i)\Bigr)^2\le m\sum_i(d_i-r_i)^2\le 4m\,\lVert D^2-D\rVert_F^2<1 .
\]

Both \(N\) and \(K\) are integers, so they are equal.

**Sharpness.** Take \(D=\frac12\mathbf 1\) with \(m\ge1\). Then \(D^2-D=-\frac14\mathbf 1\), whose norm is \(\sqrt m/4>0\). For any Hermitian idempotent \(P\),

\[
\bigl(\tfrac12\mathbf 1-P\bigr)^2=\tfrac14\mathbf 1-P+P^2=\tfrac14\mathbf 1,
\]

so \(\lVert D-P\rVert_F=\sqrt m/2\), exactly twice the residual.

## The Lean file

```lean
import Mathlib

open Matrix

namespace ApproximateIdempotency

noncomputable section

variable {n : Type*} [Fintype n] [DecidableEq n] {𝕜 : Type*} [RCLike 𝕜]

/-- The Frobenius norm of a matrix: the root of the sum of all squared moduli of its entries. -/
def frobNorm (A : Matrix n n 𝕜) : ℝ := √(∑ i, ∑ j, ‖A i j‖ ^ 2)

/-- The matrix `U * diagonal f * Uᴴ` for a square matrix `U` and real numbers `f i`. If the columns
of `U` are orthonormal, they are its natural orbitals (eigenvectors), with occupations (eigenvalues)
`f i`. -/
def densityOf (U : Matrix n n 𝕜) (f : n → ℝ) : Matrix n n 𝕜 :=
  U * diagonal (fun i => (f i : 𝕜)) * Uᴴ

/-- Rounding of an occupation: filled from one half upwards, empty below. -/
def roundOcc (x : ℝ) : ℕ := if 1 / 2 ≤ x then 1 else 0

omit [DecidableEq n] in
/-- The squared Frobenius norm of `A` is the trace of `Aᴴ A`. -/
theorem frobNorm_sq_eq_trace (A : Matrix n n 𝕜) :
    ((frobNorm A ^ 2 : ℝ) : 𝕜) = (Aᴴ * A).trace := by
  unfold frobNorm
  rw [Real.sq_sqrt (by positivity), Finset.sum_comm]
  simp only [Matrix.trace, Matrix.diag_apply, Matrix.mul_apply, conjTranspose_apply]
  push_cast
  exact Finset.sum_congr rfl fun i _ => Finset.sum_congr rfl fun j _ =>
    (RCLike.conj_mul (A j i)).symm

/-- Density matrices with the same orthonormal natural orbitals multiply by
multiplying their occupations. -/
theorem densityOf_mul {U : Matrix n n 𝕜} (hU : Uᴴ * U = 1) (f g : n → ℝ) :
    densityOf U f * densityOf U g = densityOf U (fun i => f i * g i) := by
  calc densityOf U f * densityOf U g
      = U * diagonal (fun i => (f i : 𝕜)) * (Uᴴ * U) * diagonal (fun i => (g i : 𝕜)) * Uᴴ := by
        simp only [densityOf, Matrix.mul_assoc]
    _ = densityOf U (fun i => f i * g i) := by
        rw [hU, Matrix.mul_one, Matrix.mul_assoc U, Matrix.diagonal_mul_diagonal]
        simp only [densityOf, RCLike.ofReal_mul]

/-- A density matrix with real occupations is Hermitian. -/
theorem densityOf_isHermitian (U : Matrix n n 𝕜) (f : n → ℝ) :
    (densityOf U f).IsHermitian := by
  have h : (diagonal (fun i => (f i : 𝕜)))ᴴ = diagonal (fun i => (f i : 𝕜)) := by
    rw [diagonal_conjTranspose]
    congr 1
    funext i
    exact RCLike.conj_ofReal _
  simp only [Matrix.IsHermitian, densityOf, conjTranspose_mul, conjTranspose_conjTranspose, h,
    Matrix.mul_assoc]

/-- The trace of a density matrix with orthonormal natural orbitals is the sum of
its occupations. -/
theorem densityOf_trace {U : Matrix n n 𝕜} (hU : Uᴴ * U = 1) (f : n → ℝ) :
    (densityOf U f).trace = ((∑ i, f i : ℝ) : 𝕜) := by
  unfold densityOf
  rw [Matrix.trace_mul_comm, ← Matrix.mul_assoc, hU, Matrix.one_mul, Matrix.trace_diagonal]
  simp

/-- The squared Frobenius distance of two density matrices with the same orthonormal natural
orbitals is the sum of the squared differences of their occupations. -/
theorem frobNorm_densityOf_sub_sq {U : Matrix n n 𝕜} (hU : Uᴴ * U = 1) (f g : n → ℝ) :
    frobNorm (densityOf U f - densityOf U g) ^ 2 = ∑ i, (f i - g i) ^ 2 := by
  have hsub : densityOf U f - densityOf U g = densityOf U (fun i => f i - g i) := by
    unfold densityOf
    rw [← Matrix.sub_mul, ← Matrix.mul_sub, Matrix.diagonal_sub]
    simp only [RCLike.ofReal_sub]
  have h := frobNorm_sq_eq_trace (densityOf U (fun i => f i - g i))
  rw [(densityOf_isHermitian U _).eq, densityOf_mul hU, densityOf_trace hU] at h
  rw [hsub, RCLike.ofReal_inj.mp h]
  exact Finset.sum_congr rfl fun i _ => (sq _).symm

/-- Every Hermitian matrix has orthonormal natural orbitals with real occupations. -/
theorem exists_natural_orbitals {D : Matrix n n 𝕜} (hD : D.IsHermitian) :
    ∃ (U : Matrix n n 𝕜) (d : n → ℝ), Uᴴ * U = 1 ∧ D = densityOf U d := by
  refine ⟨(hD.eigenvectorUnitary : Matrix n n 𝕜), hD.eigenvalues, ?_, ?_⟩
  · exact Matrix.mem_unitaryGroup_iff'.mp hD.eigenvectorUnitary.2
  · have h := hD.spectral_theorem
    rw [Unitary.conjStarAlgAut_apply] at h
    exact h

/-- Rounding the occupations gives a Hermitian idempotent that commutes with the density matrix
and lies within twice the idempotency residual of it. -/
theorem rounding_bound {U : Matrix n n 𝕜} (hU : Uᴴ * U = 1) (d : n → ℝ) :
    let D := densityOf U d
    let P := densityOf U (fun i => (roundOcc (d i) : ℝ))
    P.IsHermitian ∧ P * P = P ∧ D * P = P * D ∧
      frobNorm (D - P) ≤ 2 * frobNorm (D * D - D) := by
  intro D P
  refine ⟨densityOf_isHermitian U _, ?_, ?_, ?_⟩
  · change densityOf U _ * densityOf U _ = densityOf U _
    rw [densityOf_mul hU]
    congr 1
    funext i
    unfold roundOcc
    split_ifs <;> simp
  · change densityOf U _ * densityOf U _ = densityOf U _ * densityOf U _
    rw [densityOf_mul hU, densityOf_mul hU]
    congr 1
    funext i
    ring
  · -- the integer that was not chosen is at least one half away
    have key : ∀ x : ℝ, (x - (roundOcc x : ℝ)) ^ 2 ≤ 4 * (x * x - x) ^ 2 := by
      intro x
      unfold roundOcc
      split_ifs with hx
      · have h1 : 0 ≤ 4 * x ^ 2 - 1 := by nlinarith
        push_cast
        nlinarith [mul_nonneg (sq_nonneg (x - 1)) h1]
      · have h1 : 0 ≤ 4 * (1 - x) ^ 2 - 1 := by nlinarith [not_le.mp hx]
        push_cast
        nlinarith [mul_nonneg (sq_nonneg x) h1]
    have hsq : frobNorm (D - P) ^ 2 ≤ (2 * frobNorm (D * D - D)) ^ 2 := by
      change frobNorm (densityOf U _ - densityOf U _) ^ 2 ≤
        (2 * frobNorm (densityOf U d * densityOf U d - densityOf U d)) ^ 2
      rw [mul_pow, densityOf_mul hU, frobNorm_densityOf_sub_sq hU,
        frobNorm_densityOf_sub_sq hU, Finset.mul_sum]
      refine Finset.sum_le_sum fun i _ => ?_
      have := key (d i)
      linarith
    exact (le_abs_self _).trans
      (abs_le_of_sq_le_sq hsq (mul_nonneg zero_le_two (Real.sqrt_nonneg _)))

/-- For every real symmetric or complex Hermitian matrix `D` there is a Hermitian idempotent `P`
commuting with `D` whose Frobenius distance from `D` is at most twice the norm of `D² - D`. -/
theorem exists_idempotent_near {D : Matrix n n 𝕜} (hD : D.IsHermitian) :
    ∃ P : Matrix n n 𝕜, P.IsHermitian ∧ P * P = P ∧ D * P = P * D ∧
      frobNorm (D - P) ≤ 2 * frobNorm (D * D - D) := by
  obtain ⟨U, d, hU, rfl⟩ := exists_natural_orbitals hD
  exact ⟨_, rounding_bound hU d⟩

/-- If a Hermitian matrix `D` of size `m` has trace `N`, and `4 m` times the squared Frobenius norm
of `D² - D` is less than one, then there is a Hermitian idempotent with trace `N` that commutes with
`D` and whose Frobenius distance from `D` is at most twice the norm of `D² - D`. -/
theorem exists_idempotent_near_of_trace {D : Matrix n n 𝕜} (hD : D.IsHermitian) (N : ℕ)
    (hN : D.trace = (N : 𝕜))
    (hsmall : 4 * (Fintype.card n : ℝ) * frobNorm (D * D - D) ^ 2 < 1) :
    ∃ P : Matrix n n 𝕜, P.IsHermitian ∧ P * P = P ∧ D * P = P * D ∧ P.trace = (N : 𝕜) ∧
      frobNorm (D - P) ≤ 2 * frobNorm (D * D - D) := by
  obtain ⟨U, d, hU, rfl⟩ := exists_natural_orbitals hD
  obtain ⟨h1, h2, h3, h4⟩ := rounding_bound hU d
  refine ⟨_, h1, h2, h3, ?_, h4⟩
  have hs : ∑ i, d i = (N : ℝ) := by
    rw [densityOf_trace hU] at hN
    exact_mod_cast hN
  -- Cauchy-Schwarz bounds the change of the electron number
  have hc : (∑ i, (d i - (roundOcc (d i) : ℝ))) ^ 2 ≤
      ((Finset.univ : Finset n).card : ℝ) * ∑ i, (d i - (roundOcc (d i) : ℝ)) ^ 2 :=
    sq_sum_le_card_mul_sum_sq
  have hf := frobNorm_densityOf_sub_sq hU d (fun i => (roundOcc (d i) : ℝ))
  rw [← hf, Finset.card_univ, Finset.sum_sub_distrib, hs, ← Nat.cast_sum] at hc
  have h5 := mul_le_mul_of_nonneg_left (pow_le_pow_left₀ (Real.sqrt_nonneg _) h4 2)
    (Nat.cast_nonneg (α := ℝ) (Fintype.card n))
  have hlt : ((N : ℝ) - ((∑ i, roundOcc (d i) : ℕ) : ℝ)) ^ 2 < 1 := by
    refine lt_of_le_of_lt (hc.trans h5) ?_
    linarith
  -- two integers less than one apart are equal
  have hz : ((N : ℤ) - ((∑ i, roundOcc (d i) : ℕ) : ℤ)) ^ 2 < 1 := by exact_mod_cast hlt
  have hK : (∑ i, roundOcc (d i)) = N := by
    by_contra hne
    have hne' : (N : ℤ) - ((∑ i, roundOcc (d i) : ℕ) : ℤ) ≠ 0 := by omega
    have h6 := Int.one_le_abs hne'
    nlinarith [sq_abs ((N : ℤ) - ((∑ i, roundOcc (d i) : ℕ) : ℤ))]
  rw [densityOf_trace hU, ← Nat.cast_sum, hK]
  simp

/-- For half filling of every orbital in a nonempty basis, the Frobenius norm of `D² - D` is
positive, and every Hermitian idempotent lies at exactly twice that distance from `D`. -/
theorem half_filling_sharp [Nonempty n] :
    let D : Matrix n n 𝕜 := (1 / 2 : ℝ) • 1
    0 < frobNorm (D * D - D) ∧ ∀ P : Matrix n n 𝕜, P.IsHermitian → P * P = P →
      frobNorm (D - P) = 2 * frobNorm (D * D - D) := by
  intro D
  -- a Hermitian matrix whose square is a multiple of the identity has a known norm
  have key : ∀ (X : Matrix n n 𝕜) (c : ℝ), X.IsHermitian → X * X = c • (1 : Matrix n n 𝕜) →
      frobNorm X ^ 2 = c * (Fintype.card n : ℝ) := by
    intro X c hX h
    apply (RCLike.ofReal_inj (K := 𝕜)).mp
    rw [frobNorm_sq_eq_trace, hX.eq, h, Matrix.trace_smul, Matrix.trace_one,
      RCLike.real_smul_eq_coe_mul]
    simp
  have hH : ∀ c : ℝ, (c • (1 : Matrix n n 𝕜)).IsHermitian := by
    intro c
    simp [Matrix.IsHermitian, conjTranspose_smul]
  have hRe : D * D - D = (-(1 / 4) : ℝ) • (1 : Matrix n n 𝕜) := by
    simp only [D, smul_mul_assoc, mul_smul_comm, one_mul]
    module
  have hR : frobNorm (D * D - D) ^ 2 = 1 / 16 * (Fintype.card n : ℝ) := by
    rw [hRe]
    refine key _ _ (hH _) ?_
    simp only [smul_mul_assoc, mul_smul_comm, one_mul]
    module
  have hcard : (0 : ℝ) < Fintype.card n := by exact_mod_cast Fintype.card_pos
  have hnn : 0 ≤ frobNorm (D * D - D) := Real.sqrt_nonneg _
  refine ⟨?_, fun P hP hPP => ?_⟩
  · by_contra h
    have h0 : frobNorm (D * D - D) = 0 := le_antisymm (not_lt.mp h) hnn
    rw [h0] at hR
    have : (0 : ℝ) ^ 2 = 0 := by norm_num
    linarith
  · have hX : frobNorm (D - P) ^ 2 = 1 / 4 * (Fintype.card n : ℝ) := by
      refine key _ _ ((hH _).sub hP) ?_
      simp only [D, sub_mul, mul_sub, smul_mul_assoc, mul_smul_comm, one_mul, mul_one, hPP]
      module
    have hXnn : 0 ≤ frobNorm (D - P) := Real.sqrt_nonneg _
    refine (sq_eq_sq₀ hXnn (mul_nonneg zero_le_two hnn)).mp ?_
    rw [mul_pow, hX, hR]
    ring

end

end ApproximateIdempotency
```

```lean
#print axioms ApproximateIdempotency.exists_idempotent_near
#print axioms ApproximateIdempotency.exists_idempotent_near_of_trace
#print axioms ApproximateIdempotency.half_filling_sharp
```

```
'ApproximateIdempotency.exists_idempotent_near' depends on axioms: [propext, Classical.choice, Quot.sound]
'ApproximateIdempotency.exists_idempotent_near_of_trace' depends on axioms: [propext, Classical.choice, Quot.sound]
'ApproximateIdempotency.half_filling_sharp' depends on axioms: [propext, Classical.choice, Quot.sound]
```

## The theorems in terms of density matrices

The finite type `n` labels the spin orbitals, and `Fintype.card n` is the basis size \(m\). The field `𝕜` is either the real or the complex numbers. Since `D` and `P` have entries in the same field, a real symmetric `D` gets a real symmetric `P`. The symbol `ᴴ` is the conjugate transpose, which is the ordinary transpose for real matrices.

`frobNorm` is defined directly from the matrix entries. `densityOf U f` is \(U\,\mathrm{diag}(f)\,U^\dagger\); orthonormality of the orbitals is a separate hypothesis, `Uᴴ * U = 1`. `roundOcc` fixes the convention that an occupation of exactly one half is rounded up.

- `exists_idempotent_near` is the main bound. Its only hypothesis is `D.IsHermitian`.
- `exists_idempotent_near_of_trace` adds the hypotheses `D.trace = (N : 𝕜)` and `hsmall`, the smallness condition on the residual, and gives a `P` with trace exactly `N`.
- `half_filling_sharp` treats \(\frac12\mathbf 1\) in a nonempty basis. It states that the residual is positive and that equality holds for every Hermitian idempotent.

## How the proof follows the rounding argument

`frobNorm_sq_eq_trace` turns the sum over entries into \(\operatorname{Tr}A^\dagger A\). `densityOf_mul` multiplies occupations by using \(U^\dagger U=1\) in the middle of the product, and `densityOf_trace` sums them by cyclicity of the trace. Together with `densityOf_isHermitian`, these give `frobNorm_densityOf_sub_sq`, the distance formula in terms of occupations. `exists_natural_orbitals` obtains \(U\) and \(d\) from Mathlib's spectral theorem.

The central lemma is `rounding_bound`. Its inner statement `key` is the inequality for a single occupation: `split_ifs` separates the two rounding cases, `mul_nonneg` multiplies the nonnegative factor \(4x^2-1\) or \(4(1-x)^2-1\) by the appropriate square, and `nlinarith` derives the inequality from this product. `Finset.sum_le_sum` adds the inequalities, and `abs_le_of_sq_le_sq` passes from squared norms to norms. The main theorem then combines this lemma with the natural orbitals of `D`.

For the trace, `sq_sum_le_card_mul_sum_sq` supplies the Cauchy-Schwarz step. The resulting inequality is transferred from the reals to the integers, where a nonzero difference would have absolute value at least one.

In `half_filling_sharp`, a different `key` shows that a Hermitian \(X\) with \(X^2=c\mathbf 1\) satisfies \(\lVert X\rVert_F^2=cm\). It is used with \(c=\frac1{16}\) for the residual and \(c=\frac14\) for \(D-P\).

## A nearby idempotent need not be the ground state

The bound concerns idempotency alone. No Fock matrix or energy enters, so a small residual does not show that the right orbitals are occupied: a determinant built from the wrong orbitals has residual zero. Self-consistency and the energy need their own tests.

The identification of Hermitian idempotents with determinants is the standard physical interpretation; the file works with matrices and contains no many-electron wavefunctions.

The theorems also refer to exact arithmetic. A computed residual carries rounding and truncation errors, and a bound on their effect must be added to it before the theorem is applied. A matrix that has lost its Hermitian symmetry during the iteration should be symmetrised first, with the residual evaluated afterwards. Likewise, the trace hypothesis is an exact equality, so a trace that is only close to \(N\) does not satisfy it.
